# Closed channels of a periodic lead lie in the kernel of its broadening matrix when that matrix is positive semidefinite

A semi-infinite periodic lead lets electrons escape from a device only through its open channels, and the question is whether the lead's broadening matrix respects this; here the surface Green's function g behind that matrix is specified only as a solution of the Dyson equation, not constructed as a limit from complex energies. That equation also has unphysical solutions. The retarded one is singled out only as far as needed, by assuming that the broadening matrix is positive semidefinite: the lead may drain probability from the device but never feed it in.

The lead is a chain of identical layers. Each has a Hermitian Hamiltonian H0. The coupling V is the block of the lead's Hamiltonian with rows in one layer and columns in the next one deeper in the lead, so Vᴴ carries amplitude deeper and V carries it back. Electrons do not interact, and each layer has a finite orthonormal basis, indexed in Lean by the finite type `n`.

```lean
import Mathlib

open Matrix Filter Topology
open scoped ComplexOrder

namespace ClosedChannelBroadening

noncomputable section

variable {n : Type*} [Fintype n] [DecidableEq n]
```

## The lead as a fixed point

Removing the first layer leaves the same lead. The rest therefore acts on that layer through the self-energy V g Vᴴ, and at real energy E

g (E − H0 − V g Vᴴ) = 1.

The predicate `IsSurfaceGreen` is this equation. Its type `E : ℝ` excludes the small imaginary part that many codes add to the energy.

```lean
/-- The surface Dyson equation of a periodic lead with layer Hamiltonian `H0` and
interlayer coupling `V`, at energy `E`: `g (E - H0 - V g Vᴴ) = 1`. -/
def IsSurfaceGreen (E : ℝ) (H0 V g : Matrix n n ℂ) : Prop :=
  g * ((E : ℂ) • (1 : Matrix n n ℂ) - H0 - V * g * Vᴴ) = 1
```

If a layer has amplitude w, the next layer has amplitude g Vᴴ w. The propagation matrix is therefore

P = g Vᴴ.

A mode is a nonzero vector w with P w = x w. Its layer factor x has |x| < 1 for a closed channel, which decays into the lead, and |x| = 1 for an open one.

```lean
/-- The propagation matrix `P = g Vᴴ`, which carries an amplitude from one layer to the next. -/
def propagation (V g : Matrix n n ℂ) : Matrix n n ℂ := g * Vᴴ
```

The broadening is twice the anti-Hermitian part of the self-energy, made Hermitian by a factor i:

Γ = i (V g Vᴴ − V gᴴ Vᴴ) = i V (g − gᴴ) Vᴴ.

This is the usual Γ = i(Σ − Σᴴ), for a device attached to the lead by the same V that joins the layers.

```lean
/-- The broadening matrix `Γ = i V (g - gᴴ) Vᴴ` of the lead. -/
def broadening (V g : Matrix n n ℂ) : Matrix n n ℂ :=
  Complex.I • (V * (g - gᴴ) * Vᴴ)
```

These definitions do not identify g with the retarded limit, in which the imaginary part of the energy tends to zero from above. The theorems take g as given, and assume the sign of Γ where they need it.

## Broadening is the same in every layer

Write K = E − H0, which is Hermitian. For square matrices a one-sided inverse is two-sided, so the Dyson equation also reads

(K − V g Vᴴ) g = 1,

and its adjoint is

gᴴ (K − V gᴴ Vᴴ) = 1.

Multiply the adjoint equation by g from the right, the other by gᴴ from the left, and subtract. The terms in K cancel:

gᴴ V (g − gᴴ) Vᴴ g = g − gᴴ.

Multiplying by iV from the left and by Vᴴ from the right, with Pᴴ = V gᴴ, gives

Pᴴ Γ P = Γ.

In the Lean proof, `mul_eq_one_comm` reverses the order of the product, `ha` is the adjoint equation, and `key` is the subtraction, expanded by `noncomm_ring`. The step `sandwich` supplies the outer factors. Positivity of Γ is not used.

```lean
variable {E : ℝ} {H0 V g : Matrix n n ℂ}

/-- For a Hermitian layer Hamiltonian and a solution `g` of the surface Dyson equation at real
energy, propagation by one layer preserves the broadening: `Pᴴ Γ P = Γ`. -/
theorem broadening_invariant (hH : H0.IsHermitian) (hg : IsSurfaceGreen E H0 V g) :
    (propagation V g)ᴴ * broadening V g * propagation V g = broadening V g := by
  unfold IsSurfaceGreen at hg
  have hl := mul_eq_one_comm.mp hg
  -- the adjoint Dyson equation
  have ha : gᴴ * ((E : ℂ) • (1 : Matrix n n ℂ) - H0 - V * gᴴ * Vᴴ) = 1 := by
    have h := congrArg conjTranspose hl
    simp only [conjTranspose_mul, conjTranspose_sub, conjTranspose_smul, conjTranspose_one,
      conjTranspose_conjTranspose, hH.eq, Complex.star_def, Complex.conj_ofReal,
      Matrix.mul_assoc] at h ⊢
    exact h
  generalize (E : ℂ) • (1 : Matrix n n ℂ) - H0 = K at ha hl
  -- the difference of the two equations
  have key : gᴴ * (V * (g - gᴴ) * Vᴴ) * g = g - gᴴ := by
    calc gᴴ * (V * (g - gᴴ) * Vᴴ) * g
        = (gᴴ * (K - V * gᴴ * Vᴴ)) * g - gᴴ * ((K - V * g * Vᴴ) * g) := by noncomm_ring
      _ = g - gᴴ := by rw [ha, hl, one_mul, mul_one]
  have sandwich : V * gᴴ * (V * (g - gᴴ) * Vᴴ) * (g * Vᴴ) = V * (g - gᴴ) * Vᴴ := by
    calc V * gᴴ * (V * (g - gᴴ) * Vᴴ) * (g * Vᴴ)
        = V * (gᴴ * (V * (g - gᴴ) * Vᴴ) * g) * Vᴴ := by simp only [Matrix.mul_assoc]
      _ = V * (g - gᴴ) * Vᴴ := by rw [key]
  unfold propagation broadening
  rw [conjTranspose_mul, conjTranspose_conjTranspose, Matrix.mul_smul, Matrix.smul_mul, sandwich]
```

The number ⟨w, Γ w⟩ is ħ times the probability current that state w sends into the lead. For two states w and u the invariance gives

⟨P w, Γ P u⟩ = ⟨w, Pᴴ Γ P u⟩ = ⟨w, Γ u⟩.

Lean writes ⟨w, Γ u⟩ as `star w ⬝ᵥ (broadening V g *ᵥ u)`, conjugate-linear in the first argument. The proof moves P across the product and rewrites with the previous theorem.

```lean
/-- For a Hermitian `H0` and a solution `g` of the surface Dyson equation at real energy, the flux
form `⟨w, Γ u⟩` is unchanged when both states are propagated by one layer. -/
theorem flux_conserved (hH : H0.IsHermitian) (hg : IsSurfaceGreen E H0 V g) (w u : n → ℂ) :
    star (propagation V g *ᵥ w) ⬝ᵥ (broadening V g *ᵥ (propagation V g *ᵥ u))
      = star w ⬝ᵥ (broadening V g *ᵥ u) := by
  have h := broadening_invariant hH hg

  rw [Matrix.star_mulVec, ← Matrix.dotProduct_mulVec, Matrix.mulVec_mulVec,
    Matrix.mulVec_mulVec, h]
```

## Modes with x̄y ≠ 1 carry no mutual flux

Let P w = x w and P u = y u. Conservation becomes

x̄ y ⟨w, Γ u⟩ = ⟨w, Γ u⟩,

so that

(x̄ y − 1) ⟨w, Γ u⟩ = 0.

If x̄ y ≠ 1, the flux ⟨w, Γ u⟩ vanishes. The equation `h0` is the factored form, and `mul_eq_zero` leaves only the second factor. This result also holds without positivity.

```lean
/-- Two modes of the lead with layer factors `x` and `y` have zero mutual flux unless
`x̄ y = 1`; `H0` is Hermitian and `g` solves the surface Dyson equation. -/
theorem mode_flux_eq_zero (hH : H0.IsHermitian) (hg : IsSurfaceGreen E H0 V g)
    {w u : n → ℂ} {x y : ℂ} (hw : propagation V g *ᵥ w = x • w)
    (hu : propagation V g *ᵥ u = y • u) (hxy : star x * y ≠ 1) :
    star w ⬝ᵥ (broadening V g *ᵥ u) = 0 := by
  have h := flux_conserved hH hg w u
  rw [hw, hu, star_smul, Matrix.mulVec_smul, smul_dotProduct, dotProduct_smul,
    smul_eq_mul, smul_eq_mul] at h
  have h0 : (star x * y - 1) * (star w ⬝ᵥ (broadening V g *ᵥ u)) = 0 := by
    linear_combination h
  exact (mul_eq_zero.mp h0).resolve_left (sub_ne_zero.mpr hxy)
```

## From zero current to zero broadening

Take u = w and y = x. Then x̄ x = |x|², which differs from 1 whenever |x| ≠ 1, and so

⟨w, Γ w⟩ = 0.

A positive semidefinite Γ can be written as Bᴴ B for some matrix B. Hence ‖B w‖² = 0, so B w = 0, and

Γ w = Bᴴ B w = 0.

The hypothesis `hx` asks only for `‖x‖ ≠ 1`, which includes every closed channel. In the proof, `hxx` converts it into x̄ x ≠ 1, and `dotProduct_mulVec_zero_iff` is the passage from zero current to Γ w = 0.

In Landauer transport calculations for non-interacting electrons, the transmission between two leads is a trace containing the Γ of both, so for a lead with these properties closed modes lie in the kernel of one factor. They can still influence the transmission, because the self-energy V g Vᴴ also enters the Green's function of the device.

```lean
/-- Closed channels give no broadening: let `H0` be Hermitian, `g` a solution of the surface
Dyson equation and `Γ` positive semidefinite. Then a mode `P w = x w` with `|x| ≠ 1`, in
particular one with `|x| < 1`, satisfies `Γ w = 0`. -/
theorem closed_channel_no_broadening (hH : H0.IsHermitian) (hg : IsSurfaceGreen E H0 V g)
    (hΓ : (broadening V g).PosSemidef) {w : n → ℂ} {x : ℂ}
    (hw : propagation V g *ᵥ w = x • w) (hx : ‖x‖ ≠ 1) :
    broadening V g *ᵥ w = 0 := by
  have hxx : star x * x ≠ 1 := by
    intro h
    have h1 := congrArg norm h
    rw [norm_mul, norm_star, norm_one] at h1
    have h2 : (‖x‖ - 1) * (‖x‖ + 1) = 0 := by linear_combination h1
    rcases mul_eq_zero.mp h2 with h3 | h3
    · exact hx (by linarith)
    · linarith [norm_nonneg x]
  -- a positive form that vanishes on `w` annihilates `w`
  exact (hΓ.dotProduct_mulVec_zero_iff w).mp (mode_flux_eq_zero hH hg hw hw hxx)
```

A decaying state need not be a single mode. Suppose only that Pᵏ w → 0 as the layer number k grows. Applying conservation k times gives

⟨w, Γ w⟩ = ⟨Pᵏ w, Γ Pᵏ w⟩.

The right side tends to zero because the form is continuous, while the left side does not depend on k. Both are therefore zero, and positivity again gives Γ w = 0. This includes superpositions of closed modes, and also the Jordan chains with |x| < 1 that can occur when P is not diagonalisable.

In Lean, `hconst` is the induction over layers, `hcont` is continuity, and `tendsto_nhds_unique` equates the two limits.

```lean
/-- Let `H0` be Hermitian, `g` a solution of the surface Dyson equation and `Γ` positive
semidefinite. Then every state that dies out under repeated propagation, whether or not it is
a single mode, satisfies `Γ w = 0`. -/
theorem decaying_state_no_broadening (hH : H0.IsHermitian) (hg : IsSurfaceGreen E H0 V g)
    (hΓ : (broadening V g).PosSemidef) {w : n → ℂ}
    (hw : Tendsto (fun k : ℕ => (propagation V g ^ k) *ᵥ w) atTop (𝓝 0)) :
    broadening V g *ᵥ w = 0 := by
  -- the flux is the same in every layer
  have hconst : ∀ k : ℕ, star ((propagation V g ^ k) *ᵥ w) ⬝ᵥ
      (broadening V g *ᵥ ((propagation V g ^ k) *ᵥ w)) = star w ⬝ᵥ (broadening V g *ᵥ w) := by
    intro k
    induction k with
    | zero => rw [pow_zero, Matrix.one_mulVec]
    | succ k ih => rw [pow_succ', ← Matrix.mulVec_mulVec, flux_conserved hH hg, ih]
  have hcont : Continuous fun v : n → ℂ => star v ⬝ᵥ (broadening V g *ᵥ v) := by
    simp only [dotProduct, Matrix.mulVec, Pi.star_apply]
    fun_prop
  -- and it tends to zero deep in the lead
  have hlim := (hcont.tendsto 0).comp hw
  simp only [Function.comp_def, hconst, Matrix.mulVec_zero, dotProduct_zero] at hlim
  exact (hΓ.dotProduct_mulVec_zero_iff w).mp (tendsto_nhds_unique tendsto_const_nhds hlim)
```

## One orbital per layer, and two such chains

The smallest lead with a nontrivial band has one orbital of energy ε per layer and a coupling t ≠ 0. All matrices are numbers, and

g (E − ε − |t|² g) = 1.

The invariance reads |x|² Γ = Γ with x = g t̄, so either |x| = 1 or Γ = 0. Inside the band, where |E − ε| < 2|t|, the retarded solution has |x| = 1 and

Γ = √(4|t|² − (E − ε)²).

Outside the band g is real and Γ = 0. At the band edge |x| = 1 and Γ = 0 together, so a factor of modulus 1 does not guarantee broadening.

Two uncoupled chains of this kind, both with t = 1 and at E = 0, give a lead with one open and one closed channel. The first has ε = 0 and g = −i, hence Γ = 2. The second has ε = −5/2 and g = 1/2, hence Γ = 0 and x = 1/2. Together,

Γ = diag(2, 0), P (0, 1) = ½ (0, 1).

The next theorem confirms these values and that Γ is positive semidefinite. Since |1/2| ≠ 1, this lead satisfies every hypothesis of `closed_channel_no_broadening`.

```lean
/-- A lead of two uncoupled chains at `E = 0`: the layer Hamiltonian `diag(0, -5/2)` is Hermitian,
`g = diag(-i, 1/2)` solves the surface Dyson equation with `V = 1`, the broadening is `diag(2, 0)`
and positive semidefinite, and `(0, 1)` is a mode with layer factor `1/2`. -/
theorem closed_channel_witness :
    (!![0, 0; 0, -5/2] : Matrix (Fin 2) (Fin 2) ℂ).IsHermitian ∧
    IsSurfaceGreen 0 !![0, 0; 0, -5/2] 1 !![-Complex.I, 0; 0, 1/2] ∧
    broadening 1 !![-Complex.I, 0; 0, 1/2] = diagonal ![2, 0] ∧
    (broadening 1 !![-Complex.I, 0; 0, 1/2]).PosSemidef ∧
    propagation 1 !![-Complex.I, 0; 0, 1/2] *ᵥ ![0, 1] = (1/2 : ℂ) • ![0, 1] := by
  have hB : broadening 1 !![-Complex.I, 0; 0, 1/2] = diagonal ![2, 0] := by
    ext i j
    fin_cases i <;> fin_cases j <;> simp [broadening]
    linear_combination (-2 : ℂ) * Complex.I_mul_I
  refine ⟨?_, ?_, hB, ?_, ?_⟩
  · ext i j
    fin_cases i <;> fin_cases j <;> simp
  · unfold IsSurfaceGreen
    ext i j
    fin_cases i <;> fin_cases j <;> simp [Matrix.mul_apply, Fin.sum_univ_succ]
    norm_num
  · rw [hB, Matrix.posSemidef_diagonal_iff]
    intro i
    fin_cases i <;> simp
  · ext i
    fin_cases i <;> simp [propagation, Matrix.mulVec, dotProduct, Fin.sum_univ_succ]
```

## An unphysical solution with a decaying mode

With two orbitals per layer, H0 = 0, V = 1 and E = 5/2, the Dyson equation becomes g² − (5/2) g + 1 = 0. Every 2 × 2 matrix with trace 5/2 and determinant 1 solves it, among them the matrix with rows (1/2, 1) and (0, 2). Here P = g, and w = (1, 0) is a mode with x = 1/2. The broadening has rows (0, i) and (−i, 0), so

Γ w = (0, −i) ≠ 0.

The current ⟨w, Γ w⟩ is still zero, as the mode theorem requires. But Γ has eigenvalues 1 and −1, and zero current no longer forces Γ w = 0. A Hermitian H0, a real energy and the Dyson equation are thus not enough for the conclusion, and positivity cannot simply be dropped from the theorem.

```lean
/-- With `H0 = 0`, `V = 1` and `E = 5/2`, the matrix `g` with rows `(1/2, 1)` and `(0, 2)` solves
the surface Dyson equation, and `w = (1, 0)` is a mode with layer factor `1/2` for which
`Γ w = (0, -i)`. -/
theorem positivity_needed :
    IsSurfaceGreen (5/2) 0 1 (!![1/2, 1; 0, 2] : Matrix (Fin 2) (Fin 2) ℂ) ∧
    propagation 1 !![1/2, 1; 0, 2] *ᵥ ![1, 0] = (1/2 : ℂ) • ![1, 0] ∧
    broadening 1 !![1/2, 1; 0, 2] *ᵥ ![1, 0] = ![0, -Complex.I] := by
  refine ⟨?_, ?_, ?_⟩
  · unfold IsSurfaceGreen
    ext i j
    fin_cases i <;> fin_cases j <;>
      simp [Matrix.mul_apply, Fin.sum_univ_two, Matrix.one_apply] <;> norm_num
  · ext i
    fin_cases i <;> simp [propagation, Matrix.mulVec, dotProduct, Fin.sum_univ_succ]
  · have h2 : (starRingEnd ℂ) 2 = 2 := Complex.ext (by simp) (by simp)
    ext i
    fin_cases i <;> simp [broadening, Matrix.mulVec, dotProduct, Fin.sum_univ_succ]
    rw [h2, sub_self]

end

end ClosedChannelBroadening
```

```lean
#print axioms ClosedChannelBroadening.closed_channel_no_broadening
#print axioms ClosedChannelBroadening.decaying_state_no_broadening
#print axioms ClosedChannelBroadening.positivity_needed
```

```
'ClosedChannelBroadening.closed_channel_no_broadening' depends on axioms: [propext, Classical.choice, Quot.sound]
'ClosedChannelBroadening.decaying_state_no_broadening' depends on axioms: [propext, Classical.choice, Quot.sound]
'ClosedChannelBroadening.positivity_needed' depends on axioms: [propext, Classical.choice, Quot.sound]
```
